# Least energies of periodic fcc spin configurations with pair couplings V1 ≥ 0 and V2

An octahedron has three antipodal pairs of vertices. Pair i, with i = 0, 1, 2, carries the spins sᵢ and tᵢ, where +1 and −1 stand for the two species of a binary alloy. Let m be the sum of spin products over the 12 edges and n the sum over the 3 antipodal pairs. The octahedron energy is

E = (V1/2) m + V2 n.

A positive coupling penalises like pairs. In the fcc crystal an edge is a nearest-neighbour bond shared by two octahedra, hence the factor 1/2; an antipodal pair is a second-neighbour bond belonging to one octahedron.

For V1 ≥ 0 the least energy is

−2V1 + 3V2 for V2 ≤ 0,
−2V1 + V2 for 0 ≤ V2 ≤ V1/2,
−3V2 for V2 ≥ V1/2.

These values are the least energies of one octahedron and also the least energies per site among all periodic fcc configurations. For a binary-alloy lattice model truncated to these two pair couplings, they give exact zero-temperature energies per site against which a Monte Carlo code can be tested, provided the size, shape and composition of the periodic simulation cell admit a minimising structure.

In Lean, m is `edgeSum`, n is `antipodalSum`, and `octaEnergies` is the set of energies that six spins can have. Spins are integers and couplings are real.

```lean
import Mathlib

namespace FccGroundStates

noncomputable section

/-- Sum of spin products over the 12 edges of an octahedron whose antipodal pairs
of vertices carry the spins `s i` and `t i`. -/
def edgeSum (s t : Fin 3 → ℤ) : ℤ :=
  s 0 * s 1 + s 0 * t 1 + s 1 * t 0 + t 1 * t 0 +
  s 1 * s 2 + s 1 * t 2 + s 2 * t 1 + t 2 * t 1 +
  s 2 * s 0 + s 2 * t 0 + s 0 * t 2 + t 0 * t 2

/-- Sum of spin products over the three antipodal pairs of the octahedron. -/
def antipodalSum (s t : Fin 3 → ℤ) : ℤ := s 0 * t 0 + s 1 * t 1 + s 2 * t 2

/-- Octahedron energy: `V1 / 2` per edge product and `V2` per antipodal product. -/
def octaEnergy (V1 V2 : ℝ) (s t : Fin 3 → ℤ) : ℝ :=
  V1 / 2 * (edgeSum s t : ℝ) + V2 * (antipodalSum s t : ℝ)

/-- All energies that six spins `±1` on the octahedron can have. -/
def octaEnergies (V1 V2 : ℝ) : Set ℝ :=
  {E | ∃ s t : Fin 3 → ℤ, (∀ i, s i = 1 ∨ s i = -1) ∧ (∀ i, t i = 1 ∨ t i = -1) ∧
    E = octaEnergy V1 V2 s t}
```

## Every site carries a spin +1 or −1

Physically, each site holds one of two species, with no vacancies. By hand, put pᵢ = sᵢ + tᵢ, which is −2, 0 or 2. Then

m = p₀p₁ + p₁p₂ + p₂p₀,
n = (p₀² + p₁² + p₂²)/2 − 3.

Adding the two gives

m + n = (p₀ + p₁ + p₂)²/2 − 3 ≥ −3.

Since m is affine in each pᵢ separately, its minimum over −2 ≤ pᵢ ≤ 2 is attained at a corner, where every pᵢ = ±2, though it may be attained elsewhere too. At the corners m is 12 if all signs agree and −4 otherwise, so m ≥ −4. Finally, n is a sum of three numbers ±1, so −3 ≤ n ≤ 3.

The proof of `correlation_bounds` obtains the same four inequalities by checking all 64 spin assignments.

If arbitrary integers were allowed, multiplying all spins by k would multiply E by k². For V1 > 0 the least energy above is negative, so there would be no minimum.

```lean
/-- Linear bounds on the edge and antipodal sums of six spins `±1`. -/
theorem correlation_bounds (s t : Fin 3 → ℤ) (hs : ∀ i, s i = 1 ∨ s i = -1)
    (ht : ∀ i, t i = 1 ∨ t i = -1) :
    (-4 : ℝ) ≤ edgeSum s t ∧ (-3 : ℝ) ≤ edgeSum s t + antipodalSum s t ∧
      (-3 : ℝ) ≤ antipodalSum s t ∧ (antipodalSum s t : ℝ) ≤ 3 := by
  have key : -4 ≤ edgeSum s t ∧ -3 ≤ edgeSum s t + antipodalSum s t ∧
      -3 ≤ antipodalSum s t ∧ antipodalSum s t ≤ 3 := by
    unfold edgeSum antipodalSum
    rcases hs 0 with a | a <;> rcases hs 1 with b | b <;> rcases hs 2 with c | c <;>
      rcases ht 0 with d | d <;> rcases ht 1 with f | f <;> rcases ht 2 with g | g <;>
      rw [a, b, c, d, f, g] <;> norm_num
  exact_mod_cast key
```

## The sign of V1 and the range of V2

The condition V1 ≥ 0 means that nearest neighbours do not prefer to be alike. The range of V2 decides which two bounds are used. In each range, E is written as a sum of two terms that are bounded separately.

For V2 ≤ 0, use m ≥ −4 and n ≤ 3:

E = (V1/2) m + V2 n ≥ −2V1 + 3V2.

For 0 ≤ V2 ≤ V1/2, use m ≥ −4 and m + n ≥ −3:

E = (V1/2 − V2) m + V2 (m + n) ≥ −2V1 + V2.

For V2 ≥ V1/2, use m + n ≥ −3 and n ≥ −3:

E = (V1/2)(m + n) + (V2 − V1/2) n ≥ −3V2.

Equality is reached, in this order, by s = t = (1, 1, −1), with (m, n) = (−4, 3); by s = (1, −1, 1), t = (1, −1, −1), with (−4, 1); and by s = (1, 1, 1), t = (−1, −1, −1), with (0, −3).

In `octahedron_minimum`, `IsLeast` says that the value is attained and that no energy lies below it. Each product handed to `nlinarith` is a non-negative factor, such as V1 or −V2, times the non-negative difference between the two sides of a bound.

Without V1 ≥ 0 the first formula fails: at V2 = 0 and V1 < 0, six equal spins have energy 6V1, below −2V1. Outside its range of V2, a formula gives a value above the true minimum.

At V2 = 0 the first two formulas both give −2V1. In this nearest-neighbour limit only m matters, and the first two spin assignments tie.

```lean
/-- The least energy of six spins `±1` on the octahedron for `V1 ≥ 0`, in the three ranges of `V2`.
-/
theorem octahedron_minimum (V1 V2 : ℝ) (hV1 : 0 ≤ V1) :
    (V2 ≤ 0 → IsLeast (octaEnergies V1 V2) (-2 * V1 + 3 * V2)) ∧
    (0 ≤ V2 → V2 ≤ V1 / 2 → IsLeast (octaEnergies V1 V2) (-2 * V1 + V2)) ∧
    (V1 / 2 ≤ V2 → IsLeast (octaEnergies V1 V2) (-3 * V2)) := by
  refine ⟨fun h => ⟨⟨![1, 1, -1], ![1, 1, -1], by decide, by decide, ?_⟩, ?_⟩,
    fun h h' => ⟨⟨![1, -1, 1], ![1, -1, -1], by decide, by decide, ?_⟩, ?_⟩,
    fun h => ⟨⟨![1, 1, 1], ![-1, -1, -1], by decide, by decide, ?_⟩, ?_⟩⟩
  · rw [octaEnergy, show edgeSum ![1, 1, -1] ![1, 1, -1] = -4 by decide,
      show antipodalSum ![1, 1, -1] ![1, 1, -1] = 3 by decide]
    push_cast
    ring
  · rintro E ⟨s, t, hs, ht, rfl⟩
    obtain ⟨h1, -, -, h4⟩ := correlation_bounds s t hs ht
    simp only [octaEnergy]
    nlinarith [mul_nonneg hV1 (sub_nonneg.2 h1),
      mul_nonneg (neg_nonneg.2 h) (sub_nonneg.2 h4)]
  · rw [octaEnergy, show edgeSum ![1, -1, 1] ![1, -1, -1] = -4 by decide,
      show antipodalSum ![1, -1, 1] ![1, -1, -1] = 1 by decide]
    push_cast
    ring
  · rintro E ⟨s, t, hs, ht, rfl⟩
    obtain ⟨h1, h2, -, -⟩ := correlation_bounds s t hs ht
    simp only [octaEnergy]
    nlinarith [mul_nonneg h (sub_nonneg.2 h2),
      mul_nonneg (sub_nonneg.2 h') (sub_nonneg.2 h1)]
  · rw [octaEnergy, show edgeSum ![1, 1, 1] ![-1, -1, -1] = 0 by decide,
      show antipodalSum ![1, 1, 1] ![-1, -1, -1] = -3 by decide]
    push_cast
    ring
  · rintro E ⟨s, t, hs, ht, rfl⟩
    obtain ⟨-, h2, h3, -⟩ := correlation_bounds s t hs ht
    simp only [octaEnergy]
    nlinarith [mul_nonneg hV1 (sub_nonneg.2 h2),
      mul_nonneg (sub_nonneg.2 h) (sub_nonneg.2 h3)]
```

## The configuration repeats periodically

A periodic configuration is a function σ on a finite abelian group G, the lattice modulo its periods. The primitive translations e₀, e₁, e₂ have images `e 0`, `e 1`, `e 2` in G. With cubic lattice constant a, they can be taken as (a/2)(0,1,1), (a/2)(1,0,1) and (a/2)(1,1,0). Up to sign, the nearest-neighbour separations are then the eᵢ and their differences, and e₁ + e₂ − e₀ = a(1,0,0) is a second-neighbour separation. The energy per site counts six nearest-neighbour and three second-neighbour bonds per site.

```lean
variable {G : Type} [AddCommGroup G] [Fintype G]

/-- Nearest-neighbour spin products in a periodic fcc cell `G` with primitive
translations `e 0, e 1, e 2`: six bonds per site. -/
def nnSum (e : Fin 3 → G) (σ : G → ℤ) : ℤ :=
  ∑ x, (σ x * σ (x + e 0) + σ x * σ (x + e 1) + σ x * σ (x + e 2) +
    σ x * σ (x + (e 1 - e 0)) + σ x * σ (x + (e 2 - e 1)) + σ x * σ (x + (e 0 - e 2)))

/-- Second-neighbour spin products in the cell: three bonds per site, along the
cubic axes. -/
def nnnSum (e : Fin 3 → G) (σ : G → ℤ) : ℤ :=
  ∑ x, (σ x * σ (x + (e 1 + e 2 - e 0)) + σ x * σ (x + (e 2 + e 0 - e 1)) +
    σ x * σ (x + (e 0 + e 1 - e 2)))

/-- Energy per site with pair interactions `V1` (nearest) and `V2` (second neighbours). -/
def energyPerSite (V1 V2 : ℝ) (e : Fin 3 → G) (σ : G → ℤ) : ℝ :=
  (V1 * (nnSum e σ : ℝ) + V2 * (nnnSum e σ : ℝ)) / (Fintype.card G : ℝ)
```

The octahedron belonging to site x has vertices x + eᵢ (`front`), with antipodes x + e₀ + e₁ + e₂ − eᵢ (`back`).

```lean
/-- Spins on three mutually adjacent vertices of the octahedron belonging to site `x`. -/
def front (e : Fin 3 → G) (σ : G → ℤ) (x : G) : Fin 3 → ℤ := fun i => σ (x + e i)

/-- Spins on the vertices antipodal to those of `front`. -/
def back (e : Fin 3 → G) (σ : G → ℤ) (x : G) : Fin 3 → ℤ :=
  fun i => σ (x + (e 0 + e 1 + e 2 - e i))
```

Periodicity lets the summation variable be shifted:

Σₓ σ(x+u) σ(x+v) = Σₓ σ(x) σ(x+v−u).

Among the 12 edges, each difference of translations occurs once between two front vertices and once between two back vertices. Each eₖ occurs twice between a front and a back vertex. The three antipodal pairs give each second-neighbour separation once. Thus

Σₓ m(x) = 2 × (nearest-neighbour sum),
Σₓ n(x) = second-neighbour sum.

The lemma `corr_shift` is the shift, and `sum_octahedra` applies it to all 15 pairs.

```lean
/-- A pair correlation summed over the cell depends only on the separation `d`. -/
theorem corr_shift (σ : G → ℤ) (u v d : G) (h : v = u + d) :
    ∑ x, σ (x + u) * σ (x + v) = ∑ x, σ x * σ (x + d) := by
  subst h
  rw [← Equiv.sum_comp (Equiv.addRight u) (fun x => σ x * σ (x + d))]
  refine Finset.sum_congr rfl fun x _ => ?_
  simp [add_assoc]

/-- Summed over all octahedra, each nearest-neighbour bond is counted twice and each
second-neighbour bond once. -/
theorem sum_octahedra (e : Fin 3 → G) (σ : G → ℤ) :
    ∑ x, edgeSum (front e σ x) (back e σ x) = 2 * nnSum e σ ∧
    ∑ x, antipodalSum (front e σ x) (back e σ x) = nnnSum e σ := by
  let t : Fin 3 → G := fun i => e 0 + e 1 + e 2 - e i
  constructor
  · simp only [edgeSum, front, back, nnSum, Finset.sum_add_distrib]
    linear_combination
      corr_shift σ (e 0) (e 1) (e 1 - e 0) (by abel) +
      corr_shift σ (e 0) (t 1) (e 2) (by simp only [t]; abel) +
      corr_shift σ (e 1) (t 0) (e 2) (by simp only [t]; abel) +
      corr_shift σ (t 1) (t 0) (e 1 - e 0) (by simp only [t]; abel) +
      corr_shift σ (e 1) (e 2) (e 2 - e 1) (by abel) +
      corr_shift σ (e 1) (t 2) (e 0) (by simp only [t]; abel) +
      corr_shift σ (e 2) (t 1) (e 0) (by simp only [t]; abel) +
      corr_shift σ (t 2) (t 1) (e 2 - e 1) (by simp only [t]; abel) +
      corr_shift σ (e 2) (e 0) (e 0 - e 2) (by abel) +
      corr_shift σ (e 2) (t 0) (e 1) (by simp only [t]; abel) +
      corr_shift σ (e 0) (t 2) (e 1) (by simp only [t]; abel) +
      corr_shift σ (t 0) (t 2) (e 0 - e 2) (by simp only [t]; abel)
  · simp only [antipodalSum, front, back, nnnSum, Finset.sum_add_distrib]
    linear_combination
      corr_shift σ (e 0) (t 0) (e 1 + e 2 - e 0) (by simp only [t]; abel) +
      corr_shift σ (e 1) (t 1) (e 2 + e 0 - e 1) (by simp only [t]; abel) +
      corr_shift σ (e 2) (t 2) (e 0 + e 1 - e 2) (by simp only [t]; abel)
```

Multiplying the first sum by V1/2 and the second by V2, then dividing by the number of sites, shows that the energy per site is the average octahedron energy. An average cannot lie below a common lower bound, which is `energyPerSite_ge`. If all octahedra have the same m and n, the average is (V1/2) m + V2 n.

```lean
/-- The energy per site is the average of the octahedron energies. -/
theorem energyPerSite_eq_average (V1 V2 : ℝ) (e : Fin 3 → G) (σ : G → ℤ) :
    energyPerSite V1 V2 e σ =
      (∑ x, octaEnergy V1 V2 (front e σ x) (back e σ x)) / (Fintype.card G : ℝ) := by
  obtain ⟨h1, h2⟩ := sum_octahedra e σ
  have h1' : ∑ x, (edgeSum (front e σ x) (back e σ x) : ℝ) = 2 * (nnSum e σ : ℝ) := by
    exact_mod_cast h1
  have h2' : ∑ x, (antipodalSum (front e σ x) (back e σ x) : ℝ) = (nnnSum e σ : ℝ) := by
    exact_mod_cast h2
  simp only [energyPerSite, octaEnergy, Finset.sum_add_distrib, ← Finset.mul_sum, h1', h2']
  ring

/-- A lower bound on the octahedron energies bounds the energy per site of every
periodic spin configuration. -/
theorem energyPerSite_ge {V1 V2 E : ℝ} (hE : E ∈ lowerBounds (octaEnergies V1 V2))
    (e : Fin 3 → G) (σ : G → ℤ) (hσ : ∀ x, σ x = 1 ∨ σ x = -1) :
    E ≤ energyPerSite V1 V2 e σ := by
  have hc : (0 : ℝ) < Fintype.card G := by
    exact_mod_cast Fintype.card_pos_iff.2 ⟨(0 : G)⟩
  rw [energyPerSite_eq_average, le_div_iff₀ hc]
  calc E * (Fintype.card G : ℝ) = ∑ _x : G, E := by
        rw [Finset.sum_const, Finset.card_univ, nsmul_eq_mul, mul_comm]
    _ ≤ _ := Finset.sum_le_sum fun x _ =>
        hE ⟨_, _, fun _ => hσ _, fun _ => hσ _, rfl⟩

/-- If all octahedra have edge sum `m` and antipodal sum `n`, the energy per site is
`V1 / 2 * m + V2 * n`. -/
theorem energyPerSite_uniform (V1 V2 : ℝ) (e : Fin 3 → G) (σ : G → ℤ) (m n : ℤ)
    (h : ∀ x, edgeSum (front e σ x) (back e σ x) = m ∧
      antipodalSum (front e σ x) (back e σ x) = n) :
    energyPerSite V1 V2 e σ = V1 / 2 * m + V2 * n := by
  have hc : (Fintype.card G : ℝ) ≠ 0 := by
    exact_mod_cast (Fintype.card_pos_iff.2 ⟨(0 : G)⟩).ne'
  rw [energyPerSite_eq_average]
  simp only [octaEnergy, fun x => (h x).1, fun x => (h x).2]
  rw [Finset.sum_const, Finset.card_univ, nsmul_eq_mul, mul_div_cancel_left₀ _ hc]
```

Without periodicity the shift fails: in a finite cluster with free surfaces, surface bonds lie in fewer octahedra. Such clusters and aperiodic arrangements are not covered.

## The translations generate the cell

The condition `AddSubgroup.closure (Set.range e) = ⊤` says that every site of the cell can be reached by primitive translations, so G describes one connected crystal. The lower bound does not use it. Without it, G could also describe several unconnected crystals, and the minimum would be the same. Since it is part of the definition of `periodicEnergies`, it has to be verified for the cells that attain the bounds; `cell_generated` does this for cyclic groups whose first translation is 1.

Three such cells attain the bounds:

- L1_0 has alternating (001) layers, with translations (1, 1, 0) in `ZMod 2` and (m, n) = (−4, 3).
- Phase 40 has (210) layers in the sequence up, up, down, down, with translations (1, 2, 3) in `ZMod 4` and (m, n) = (−4, 1).
- L1_1 has alternating (111) layers, with translations (1, 1, 1) in `ZMod 2` and (m, n) = (0, −3).

In `lattice_ground_states`, `low` carries the octahedron bound over to every periodic cell, and `decide` checks m and n on each octahedron of the three cells. The theorem fixes the least energies, not the full list of configurations that reach them. Composition is free and there is no chemical-potential term.

```lean
/-- Spins alternating from layer to layer, with period two. -/
def alternating : ZMod 2 → ℤ := fun x => if x = 0 then 1 else -1

/-- Layers in the sequence up, up, down, down, with period four. -/
def doubleLayer : ZMod 4 → ℤ := fun x => if x = 0 ∨ x = 1 then 1 else -1

/-- Energies per site of all periodic fcc configurations of spins `±1`; the cell is the
lattice modulo its periods, generated by the primitive translations. -/
def periodicEnergies (V1 V2 : ℝ) : Set ℝ :=
  {E | ∃ (G : Type) (_ : AddCommGroup G) (_ : Fintype G) (e : Fin 3 → G) (σ : G → ℤ),
    AddSubgroup.closure (Set.range e) = ⊤ ∧ (∀ x, σ x = 1 ∨ σ x = -1) ∧
    E = energyPerSite V1 V2 e σ}

/-- A cyclic cell is generated by its translations if the first of them is `1`. -/
theorem cell_generated (n : ℕ) [NeZero n] (e : Fin 3 → ZMod n) (h : e 0 = 1) :
    AddSubgroup.closure (Set.range e) = ⊤ := by
  refine (AddSubgroup.eq_top_iff' _).2 fun x => ?_
  have h1 : (1 : ZMod n) ∈ AddSubgroup.closure (Set.range e) :=
    AddSubgroup.subset_closure ⟨0, h⟩
  have h2 := AddSubgroup.nsmul_mem _ h1 x.val
  rwa [nsmul_eq_mul, mul_one, ZMod.natCast_zmod_val] at h2

/-- The least energy per site over all periodic fcc configurations of spins `±1` for `V1 ≥ 0`, in
the three ranges of `V2`. -/
theorem lattice_ground_states (V1 V2 : ℝ) (hV1 : 0 ≤ V1) :
    (V2 ≤ 0 → IsLeast (periodicEnergies V1 V2) (-2 * V1 + 3 * V2)) ∧
    (0 ≤ V2 → V2 ≤ V1 / 2 → IsLeast (periodicEnergies V1 V2) (-2 * V1 + V2)) ∧
    (V1 / 2 ≤ V2 → IsLeast (periodicEnergies V1 V2) (-3 * V2)) := by
  obtain ⟨m1, m2, m3⟩ := octahedron_minimum V1 V2 hV1
  -- the octahedron minimum bounds every periodic configuration
  have low : ∀ E, IsLeast (octaEnergies V1 V2) E →
      E ∈ lowerBounds (periodicEnergies V1 V2) := by
    rintro E hE _ ⟨G, _, _, e, σ, -, hσ, rfl⟩
    exact energyPerSite_ge hE.2 e σ hσ
  refine ⟨fun h => ⟨?_, low _ (m1 h)⟩, fun h h' => ⟨?_, low _ (m2 h h')⟩,
    fun h => ⟨?_, low _ (m3 h)⟩⟩
  · -- L1_0: alternating (001) layers
    refine ⟨ZMod 2, inferInstance, inferInstance, ![1, 1, 0], alternating,
      cell_generated 2 _ rfl, by decide, ?_⟩
    rw [energyPerSite_uniform V1 V2 _ _ (-4) 3 (by decide)]
    push_cast
    ring
  · -- phase 40: up, up, down, down
    refine ⟨ZMod 4, inferInstance, inferInstance, ![1, 2, 3], doubleLayer,
      cell_generated 4 _ rfl, by decide, ?_⟩
    rw [energyPerSite_uniform V1 V2 _ _ (-4) 1 (by decide)]
    push_cast
    ring
  · -- L1_1: alternating (111) layers
    refine ⟨ZMod 2, inferInstance, inferInstance, ![1, 1, 1], alternating,
      cell_generated 2 _ rfl, by decide, ?_⟩
    rw [energyPerSite_uniform V1 V2 _ _ 0 (-3) (by decide)]
    push_cast
    ring

end

end FccGroundStates
```

```lean
#print axioms FccGroundStates.energyPerSite_ge
-- 'FccGroundStates.energyPerSite_ge' depends on axioms: [propext, Classical.choice, Quot.sound]
#print axioms FccGroundStates.lattice_ground_states
-- 'FccGroundStates.lattice_ground_states' depends on axioms: [propext, Classical.choice, Quot.sound]
```
